# For a local energy density differentiable away from zero magnetisation, zero torque everywhere else means dependence on length alone

Let $m=(m_0,m_1,m_2)\in\mathbb R^3$ be the magnetisation at one point of space and $f(m)$ a local exchange-correlation energy density, with any other variables, such as the charge density, held fixed. Write $B=\nabla f(m)$ for the exchange-correlation field, $\tau=m\times B$ for the torque and $|m|=\sqrt{m\cdot m}$ for the length. The opposite sign convention for $B$ is also in use; it does not affect whether $\tau$ vanishes.

If $f$ is differentiable at every $m\neq0$, then
$$\tau(m)=0\ \text{ for all } m\neq 0\quad\Longleftrightarrow\quad f(m)=g(|m|)\ \text{ for some } g:\mathbb R\to\mathbb R .$$
A cusp at the origin, as in $f=|m|$, is allowed.

## Collinear fields in noncollinear local-density codes

A noncollinear local spin-density code that evaluates a collinear functional in the local spin frame uses an energy density of the form $g(|m|)$. Where this density is differentiable and $m\neq0$, its field is therefore parallel or antiparallel to $m$, or zero. On a grid, $m\times B$ should vanish up to rounding if $B$ is taken as evaluated point by point from that same $m$, before any filtering, interpolation or expansion in a basis. By the same implication, a differentiable local energy density $f(m)$ meant to produce a local torque must depend on the direction of $m$. The density $m_2^2$ does, and has $\tau=(2m_1m_2,\,-2m_0m_2,\,0)$. It is a mathematical illustration, not a realistic functional: it singles out an axis, which breaks the spin-rotation symmetry that the exchange-correlation energy has when spin-orbit coupling is neglected.

## From precession to a half-turn

If $\dot m=\omega\times m$, the chain rule and the cyclic triple product give
$$\dot f=B\cdot(\omega\times m)=\omega\cdot(m\times B)=\omega\cdot\tau .$$

For a unit axis $n$, put $a=n\cdot m$, $c=\cos\theta$, $s=\sin\theta$ and
$$R_\theta m=c\,m+s\,n\times m+(1-c)a\,n .$$
Since $n\times(n\times m)=a\,n-m$,
$$\frac{d}{d\theta}R_\theta m=-s\,m+c\,n\times m+s\,a\,n=n\times R_\theta m ,$$
so rotation is precession with $\omega=n$. It preserves length:
$$|R_\theta m|^2=c^2|m|^2+s^2(|m|^2-a^2)+(1-c)^2a^2+2c(1-c)a^2=|m|^2 .$$
If $\tau=0$ on the shell of radius $|m|$, then $f(R_\theta m)$ has zero derivative for every $\theta$ and is constant.

Now let $|p|=|m|$. A half-turn gives $R_\pi m=-m+2(n\cdot m)n$. If $v=m+p\neq0$, then $2v\cdot m=2|m|^2+2p\cdot m=|v|^2$, so $n=v/|v|$ gives $R_\pi m=-m+v=p$. If $p=-m$, any unit $n$ perpendicular to $m$ works. Hence $f(m)=f(p)$, and $g(r)=f(r,0,0)$ is the required function; at $m=0$ this is immediate.

Conversely, if $f=g(|m|)$, rotating about the coordinate axis $e_i$ leaves $f$ unchanged, so $0=e_i\cdot\tau=\tau_i$ for each $i$.

## The Lean file

```lean
import Mathlib

open Matrix

namespace NoncollinearXCTorque

noncomputable section

/-- A magnetisation vector at one point of space. -/
abbrev Vec := Fin 3 → ℝ

/-- The exchange-correlation field: the gradient of the energy density `f` with respect to the
magnetisation. -/
def xcField (f : Vec → ℝ) (m : Vec) : Vec := fun i => fderiv ℝ f m (Pi.single i 1)

/-- The local exchange-correlation torque `m × ∇f(m)`. -/
def xcTorque (f : Vec → ℝ) (m : Vec) : Vec := m ⨯₃ xcField f m

/-- The length of the magnetisation vector. -/
def magnitude (m : Vec) : ℝ := √(m ⬝ᵥ m)

/-- Rotation of `m` by the angle `θ` about the unit axis `n` (Rodrigues' formula). -/
def rot (n : Vec) (θ : ℝ) (m : Vec) : Vec :=
  Real.cos θ • m + Real.sin θ • (n ⨯₃ m) + ((1 - Real.cos θ) * (n ⬝ᵥ m)) • n

/-- The squared length is the scalar product of the magnetisation with itself. -/
theorem magnitude_mul_self (m : Vec) : magnitude m * magnitude m = m ⬝ᵥ m :=
  Real.mul_self_sqrt (Finset.sum_nonneg fun i _ => mul_self_nonneg (m i))

/-- When the magnetisation precesses with angular velocity `ω`, an energy density that is
differentiable at the current magnetisation changes at the rate `ω · (m × ∇f)`. -/
theorem hasDerivAt_precession {f : Vec → ℝ} {γ : ℝ → Vec} {ω : Vec} {t : ℝ}
    (hf : DifferentiableAt ℝ f (γ t)) (hγ : HasDerivAt γ (ω ⨯₃ γ t) t) :
    HasDerivAt (fun s => f (γ s)) (ω ⬝ᵥ xcTorque f (γ t)) t := by
  -- the directional derivative is the scalar product with the gradient
  have key : ∀ v : Vec, fderiv ℝ f (γ t) v = v ⬝ᵥ xcField f (γ t) := by
    intro v
    have hv : v = v 0 • (Pi.single 0 1 : Vec) + v 1 • (Pi.single 1 1 : Vec)
        + v 2 • (Pi.single 2 1 : Vec) := by
      ext j
      fin_cases j <;> simp
    conv_lhs => rw [hv]
    simp only [map_add, map_smul, smul_eq_mul, dotProduct, Fin.sum_univ_three, xcField]
  refine (hf.hasFDerivAt.comp_hasDerivAt t hγ).congr_deriv ?_
  rw [key, xcTorque]
  -- cyclic symmetry of the triple product
  generalize xcField f (γ t) = B
  generalize γ t = m
  simp [cross_apply, dotProduct, Fin.sum_univ_three]
  ring

/-- Rotation about a unit axis `n` is a precession with angular velocity `n`. -/
theorem hasDerivAt_rot {n : Vec} (hn : n ⬝ᵥ n = 1) (θ : ℝ) (m : Vec) :
    HasDerivAt (fun s => rot n s m) (n ⨯₃ rot n θ m) θ := by
  have h := (((Real.hasDerivAt_cos θ).smul_const m).fun_add
    ((Real.hasDerivAt_sin θ).smul_const (n ⨯₃ m))).fun_add
    ((((Real.hasDerivAt_cos θ).const_sub 1).mul_const (n ⬝ᵥ m)).smul_const n)
  refine h.congr_deriv ?_
  simp only [dotProduct, Fin.sum_univ_three] at hn
  ext i
  fin_cases i <;> simp [rot, cross_apply, dotProduct, Fin.sum_univ_three, vecHead, vecTail]
  · linear_combination Real.sin θ * m 0 * hn
  · linear_combination Real.sin θ * m 1 * hn
  · linear_combination Real.sin θ * m 2 * hn

/-- Rotation about a unit axis preserves the squared length of the magnetisation. -/
theorem rot_dot_self {n : Vec} (hn : n ⬝ᵥ n = 1) (θ : ℝ) (m : Vec) :
    rot n θ m ⬝ᵥ rot n θ m = m ⬝ᵥ m := by
  simp only [dotProduct, Fin.sum_univ_three] at hn
  simp [rot, cross_apply, dotProduct, Fin.sum_univ_three, vecHead, vecTail]
  linear_combination
    (Real.sin θ ^ 2 * (m 0 ^ 2 + m 1 ^ 2 + m 2 ^ 2)
      + (1 - Real.cos θ) ^ 2 * (n 0 * m 0 + n 1 * m 1 + n 2 * m 2) ^ 2) * hn
    + (m 0 ^ 2 + m 1 ^ 2 + m 2 ^ 2 - (n 0 * m 0 + n 1 * m 1 + n 2 * m 2) ^ 2)
      * Real.sin_sq_add_cos_sq θ

/-- Two magnetisations of equal length are related by a half-turn about some unit axis. -/
theorem exists_half_turn {m p : Vec} (hmp : m ⬝ᵥ m = p ⬝ᵥ p) :
    ∃ n : Vec, n ⬝ᵥ n = 1 ∧ rot n Real.pi m = p := by
  -- an unnormalised axis: the bisector, or a perpendicular vector in the antiparallel case
  obtain ⟨v, hv, h⟩ : ∃ v : Vec, v ≠ 0 ∧
      ∀ i, 2 * (v ⬝ᵥ m) * v i = (v ⬝ᵥ v) * (m i + p i) := by
    by_cases hs : m + p = 0
    · have hs' : ∀ i, m i + p i = 0 := fun i => congrFun hs i
      by_cases h0 : m 0 = 0
      · refine ⟨![1, 0, 0], fun h => by simpa using congrFun h 0, fun i => ?_⟩
        have e : (![1, 0, 0] : Vec) ⬝ᵥ m = 0 := by
          simp [dotProduct, Fin.sum_univ_three, h0]
        rw [e, hs' i]
        ring
      · refine ⟨![-m 1, m 0, 0], fun h => h0 (by simpa using congrFun h 1), fun i => ?_⟩
        have e : (![-m 1, m 0, 0] : Vec) ⬝ᵥ m = 0 := by
          simp only [dotProduct, Fin.sum_univ_three]
          simp
          ring
        rw [e, hs' i]
        ring
    · refine ⟨m + p, hs, fun i => ?_⟩
      have e : 2 * ((m + p) ⬝ᵥ m) = (m + p) ⬝ᵥ (m + p) := by
        simp only [add_dotProduct, dotProduct_add, dotProduct_comm p m]
        linarith
      rw [e, Pi.add_apply]
  obtain ⟨r, hr0, hr⟩ : ∃ r : ℝ, r ≠ 0 ∧ r * r = v ⬝ᵥ v := by
    refine ⟨magnitude v, fun h0 => hv ?_, magnitude_mul_self v⟩
    apply dotProduct_self_eq_zero.1
    rw [← magnitude_mul_self, h0, mul_zero]
  have e : r⁻¹ * r = 1 := inv_mul_cancel₀ hr0
  refine ⟨r⁻¹ • v, ?_, ?_⟩
  · simp only [smul_dotProduct, dotProduct_smul, smul_eq_mul]
    rw [← hr]
    linear_combination (r⁻¹ * r + 1) * e
  · ext i
    have hi := h i
    rw [← hr] at hi
    simp only [rot, Real.cos_pi, Real.sin_pi, zero_smul, add_zero, smul_dotProduct,
      Pi.add_apply, Pi.smul_apply, smul_eq_mul]
    linear_combination r⁻¹ * r⁻¹ * hi + (m i + p i) * (r⁻¹ * r + 1) * e

/-- If the energy density is differentiable at every point of the shell of magnetisations as long as
`m`, and the torque vanishes there, then the energy density takes the same value at every point `p`
of that shell. -/
theorem eq_of_torque_free_on_shell {f : Vec → ℝ} {m p : Vec}
    (hf : ∀ q, q ⬝ᵥ q = m ⬝ᵥ m → DifferentiableAt ℝ f q)
    (h : ∀ q, q ⬝ᵥ q = m ⬝ᵥ m → xcTorque f q = 0)
    (hmp : magnitude m = magnitude p) : f m = f p := by
  obtain ⟨n, hn, hp⟩ := exists_half_turn (m := m) (p := p)
    (by rw [← magnitude_mul_self, ← magnitude_mul_self, hmp])
  -- the energy density is stationary all along the rotation from `m` to `p`
  have hd : ∀ s, HasDerivAt (fun s => f (rot n s m)) 0 s := fun s =>
    (hasDerivAt_precession (γ := fun s => rot n s m) (hf _ (rot_dot_self hn s m))
      (hasDerivAt_rot hn s m)).congr_deriv
      (by simp only [h _ (rot_dot_self hn s m), dotProduct_zero])
  have hc := is_const_of_deriv_eq_zero (fun s => (hd s).differentiableAt)
    (fun s => (hd s).deriv) 0 Real.pi
  have h0 : rot n 0 m = m := by simp [rot]
  simpa only [h0, hp] using hc

/-- A local energy density, differentiable away from zero magnetisation, is torque-free there
if and only if it depends on the magnetisation only through its length. -/
theorem torque_free_iff_depends_on_length {f : Vec → ℝ}
    (hf : ∀ m, m ≠ 0 → DifferentiableAt ℝ f m) :
    (∀ m, m ≠ 0 → xcTorque f m = 0) ↔ ∃ g : ℝ → ℝ, ∀ m, f m = g (magnitude m) := by
  constructor
  · intro h
    -- read off `g` along the first coordinate axis
    refine ⟨fun r => f ![r, 0, 0], fun m => ?_⟩
    by_cases hm : m = 0
    · subst hm
      congr 1
      ext i
      fin_cases i <;> simp [magnitude]
    · have hne : ∀ q : Vec, q ⬝ᵥ q = m ⬝ᵥ m → q ≠ 0 := by
        rintro q hq rfl
        exact hm (dotProduct_self_eq_zero.1 (by rw [← hq, dotProduct_zero]))
      refine eq_of_torque_free_on_shell (fun q hq => hf q (hne q hq))
        (fun q hq => h q (hne q hq)) ?_
      have e : (![magnitude m, 0, 0] : Vec) ⬝ᵥ ![magnitude m, 0, 0] = m ⬝ᵥ m := by
        rw [← magnitude_mul_self m]
        simp [dotProduct, Fin.sum_univ_three]
      change √(m ⬝ᵥ m) = √((![magnitude m, 0, 0] : Vec) ⬝ᵥ ![magnitude m, 0, 0])
      rw [e]
  · rintro ⟨g, hg⟩ m hm
    ext i
    -- rotating about the `i`-th axis leaves the energy density unchanged
    have hn : (Pi.single i 1 : Vec) ⬝ᵥ Pi.single i 1 = 1 := by simp
    have h0 : rot (Pi.single i 1) 0 m = m := by simp [rot]
    have hd := hasDerivAt_precession (f := f) (γ := fun s => rot (Pi.single i 1) s m) (t := 0)
      (by simpa only [h0] using hf m hm) (hasDerivAt_rot hn 0 m)
    have hc : (fun s => f (rot (Pi.single i 1) s m)) = fun _ => f m := by
      funext s
      rw [hg, hg m, magnitude, magnitude, rot_dot_self hn]
    rw [hc] at hd
    have hz := hd.unique (hasDerivAt_const (0 : ℝ) (f m))
    simpa [h0] using hz

/-- For the uniaxial energy density `m_z²`, the torque `m × ∇f` is `(2 m_y m_z, -2 m_x m_z, 0)`. -/
theorem uniaxial_torque (m : Vec) :
    xcTorque (fun q => q 2 * q 2) m = ![2 * m 1 * m 2, -(2 * m 0 * m 2), 0] := by
  let P : Vec →L[ℝ] ℝ := ContinuousLinearMap.proj 2
  have hP : HasFDerivAt (fun q : Vec => q 2) P m := P.hasFDerivAt
  have e : fderiv ℝ (fun q : Vec => q 2 * q 2) m = m 2 • P + m 2 • P := (hP.mul hP).fderiv
  have hB : xcField (fun q => q 2 * q 2) m = ![0, 0, 2 * m 2] := by
    ext i
    rw [xcField, e]
    fin_cases i <;> simp [P]
    ring
  rw [xcTorque, hB, cross_apply]
  ext i
  fin_cases i <;> simp <;> ring

end

end NoncollinearXCTorque
```

```lean
#print axioms NoncollinearXCTorque.torque_free_iff_depends_on_length
#print axioms NoncollinearXCTorque.uniaxial_torque
```

```
'NoncollinearXCTorque.torque_free_iff_depends_on_length' depends on axioms: [propext, Classical.choice, Quot.sound]
'NoncollinearXCTorque.uniaxial_torque' depends on axioms: [propext, Classical.choice, Quot.sound]
```

## Shells, smoothness and gradient terms

`Vec` is $\mathbb R^3$ with indices 0, 1, 2; `xcField` collects the partial derivatives, and `xcTorque` and `magnitude` are $\tau$ and $|m|$. The length is defined through the dot product because the built-in norm on `Fin 3 → ℝ` is the largest absolute component.

`hasDerivAt_precession` is the chain-rule step. `hasDerivAt_rot` and `rot_dot_self` check the two rotation identities by components, with `linear_combination` supplying the multiples of $n\cdot n=1$ and $s^2+c^2=1$. `exists_half_turn` builds $v$ first and normalises it afterwards. `eq_of_torque_free_on_shell` needs differentiability and zero torque only on one shell, so it can be used on each shell below the physical limit, at which $|m|$ equals the charge density in the same units; `torque_free_iff_depends_on_length` is the equivalence above, and `uniaxial_torque` is the $m_2^2$ example.

The proof turns on Mathlib's `is_const_of_deriv_eq_zero`: a real function differentiable on all of $\mathbb R$ with zero derivative takes equal values at any two points. The rotation path suits it because it is defined for every real angle and never leaves the shell. The lemma is applied at angles 0 and $\pi$, which are $m$ and $p$.

Differentiability matters. Let $f=1$ for $m_2>0$ and $f=0$ otherwise. The gradient is zero wherever it exists, and Lean's `fderiv` returns zero on the plane $m_2=0$ where $f$ jumps, so `xcTorque` vanishes everywhere. Yet $f(0,0,1)=1$ and $f(0,0,-1)=0$.

The theorems concern a function of $m$ at a single point. They do not cover functionals of $\nabla m$, nonlocal exchange, or the integrated torque over a cell, and they say nothing about the smoothness of $g$ or about rounding error.
